# Cubic approximation of sin x − x cos(cx), with error at most 2x⁴ for 0 ≤ x ≤ 1 and |c| ≤ 1

The lemma says that, for real x and c with 0 ≤ x ≤ 1 and |c| ≤ 1, the difference sin x − x cos(cx) equals (c²/2 − 1/6)x³ up to an error of at most 2x⁴. It is a statement about real functions only: no Hamiltonian, state or other physical model enters it. The attempt compares sin x with x − x³/6 and cos(cx) with 1 − (cx)²/2, aiming at an error of at most x⁴ in each. It then multiplies the cosine estimate by x, which does not enlarge the bound since x ≤ 1, and adds the two.

Lean 4 with Mathlib refuses this proof:

```lean
import Mathlib

open Real Filter Topology

namespace TaylorBound

noncomputable section

/-- For `0 ≤ x ≤ 1` and `|c| ≤ 1`, the difference `sin x - x cos(cx)` equals
`(c²/2 - 1/6) x³` up to an error of at most `2x⁴`. -/
theorem taylor_bound {x c : ℝ} (h0 : 0 ≤ x) (h1 : x ≤ 1) (hc : |c| ≤ 1) :
    |sin x - x * cos (c * x) - (c ^ 2 / 2 - 1 / 6) * x ^ 3| ≤ 2 * x ^ 4 := by
  have hx : |x| = x := abs_of_nonneg h0
  have hcx : |c * x| ≤ x := by
    rw [abs_mul, hx]
    nlinarith
  have hp : |c * x| ^ 4 ≤ x ^ 4 := pow_le_pow_left₀ (abs_nonneg _) hcx 4
  have hx4 : 0 ≤ x ^ 4 := by positivity
  have hs : |sin x - (x - x ^ 3 / 6)| ≤ x ^ 4 := by
    have h := sin_bound (hx.le.trans h1)
    rw [hx] at h
    linarith
  have hk : |cos (c * x) - (1 - (c * x) ^ 2 / 2)| ≤ x ^ 4 := by
    have h := cos_bound (hcx.trans h1)
    linarith
  have hk' : |x * (cos (c * x) - (1 - (c * x) ^ 2 / 2))| ≤ x ^ 4 := by
    rw [abs_mul, hx]
    calc _ ≤ 1 * x ^ 4 := mul_le_mul h1 hk (abs_nonneg _) zero_le_one
      _ = x ^ 4 := one_mul _
  rw [abs_le] at hs hk' ⊢
  constructor <;> linarith [hs.1, hs.2, hk'.1, hk'.2]

end

end TaylorBound
```

Messages:

```
Main.lean:22:4: error: linarith failed to find a contradiction
x c : ℝ
h0 : 0 ≤ x
h1 : x ≤ 1
hc : |c| ≤ 1
hx : |x| = x
hcx : |c * x| ≤ x
hp : |c * x| ^ 4 ≤ x ^ 4
hx4 : 0 ≤ x ^ 4
h : |sin x - (x - x ^ 3 / 6)| ≤ x ^ 5 / 100
a✝ : x ^ 4 < |sin x - (x - x ^ 3 / 6)|
⊢ False
failed
```

As a diff, the version that Lean accepts:

```diff
@@ -17,17 +17,14 @@
   have hp : |c * x| ^ 4 ≤ x ^ 4 := pow_le_pow_left₀ (abs_nonneg _) hcx 4
   have hx4 : 0 ≤ x ^ 4 := by positivity
-  have hs : |sin x - (x - x ^ 3 / 6)| ≤ x ^ 4 := by
-    have h := sin_bound (hx.le.trans h1)
-    rw [hx] at h
-    linarith
+  have h5 : x ^ 5 ≤ x ^ 4 := pow_le_pow_of_le_one h0 h1 (by norm_num)
+  have hs := sin_bound (hx.le.trans h1)
   have hk : |cos (c * x) - (1 - (c * x) ^ 2 / 2)| ≤ x ^ 4 := by
     have h := cos_bound (hcx.trans h1)
     linarith
-  have hk' : |x * (cos (c * x) - (1 - (c * x) ^ 2 / 2))| ≤ x ^ 4 := by
-    rw [abs_mul, hx]
-    calc _ ≤ 1 * x ^ 4 := mul_le_mul h1 hk (abs_nonneg _) zero_le_one
-      _ = x ^ 4 := one_mul _
-  rw [abs_le] at hs hk' ⊢
-  constructor <;> linarith [hs.1, hs.2, hk'.1, hk'.2]
+  rw [hx] at hs
+  rw [abs_le] at hs hk ⊢
+  have k1 := mul_le_mul_of_nonneg_left hk.1 h0
+  have k2 := mul_le_mul_of_nonneg_left hk.2 h0
+  constructor <;> nlinarith [hs.1, hs.2]
 
 end
```

The one error is in the proof of `hs`, the sine estimate. There `sin_bound` gives the bound `x ^ 5 / 100`, while the goal asks for `x ^ 4`. The bound given is the stronger one, since 0 ≤ x ≤ 1, but `linarith` does not find that out: it treats `x ^ 5` and `x ^ 4` as unrelated quantities, and no hypothesis compares them. The line with `a✝` is the negated goal, from which it could derive no contradiction.

The repair adds the missing comparison as `h5 : x ^ 5 ≤ x ^ 4`, and keeps `hs` as `sin_bound` states it, with `|x|` rewritten to `x`. The last step then has `h5` at hand when it needs to pass from fifth powers to fourth.

The other changes are tidying. Lean reported no error in `hk'` or in the closing `linarith`. The new version multiplies the two halves of the cosine estimate by `x` directly, as `k1` and `k2`, and closes with `nlinarith`.
